# A minimum phonon energy makes the s-d resistivity integral vanish exponentially at low temperature

If s electrons in a metal can scatter into d states only through phonons of energy at least $a>0$, the resistivity from this process is cut off exponentially on cooling. With that resistivity given by the integral

$$R(T)=T^3\int_{a/T}^{b/T}\frac{x^3}{(e^x-1)(1-e^{-x})}\,dx,\qquad 0<a<b,$$

one has $T\log R(T)\to -a$ as $T\to0^+$. Equivalently, $R(T)=e^{-(a+o(1))/T}$.

The threshold arises when the s and d sheets of the Fermi surface do not touch. A phonon must then supply at least the wavevector that separates them, and $a$ is the energy of the softest phonon that does so. The upper edge $b$ is the largest phonon energy available. Temperature is measured in energy units, so $T$ stands for $k_BT$, and $x$ is the phonon energy divided by $T$.

## The resistivity as a Lean definition

```lean
import Mathlib

open Filter Topology Set

namespace PhononThresholdResistivity

noncomputable section
```

What follows consists of definitions, marked `def`, which name formulas, and theorems. In a theorem, the hypotheses stand before the main colon, the claim after it, and the proof after `:=`.

```lean
/-- The thermal weight `x^n / ((e^x - 1)(1 - e^(-x)))` of phonons with reduced energy
`x = energy / T`, for `x > 0`. -/
def kernel (n : ℕ) (x : ℝ) : ℝ :=
  x ^ n / ((Real.exp x - 1) * (1 - Real.exp (-x)))
```

This is the integrand, for any natural number $n$:

$$k_n(x)=\frac{x^n}{(e^x-1)(1-e^{-x})}.$$

If $N=1/(e^x-1)$ is the Bose occupation, then $1/(1-e^{-x})=N+1$, so the thermal factor is $N(N+1)$.

```lean
/-- The resistivity, up to a material constant, from phonons with energies between `a` and `b`
at temperature `T > 0` in energy units, for `0 < a ≤ b`; s-d scattering has `n = 3`. -/
def resistivity (n : ℕ) (a b T : ℝ) : ℝ :=
  T ^ n * ∫ x in (a / T)..(b / T), kernel n x
```

In ordinary notation, $R_n(T)=T^n\int_{a/T}^{b/T}k_n(x)\,dx$, and $n=3$ is the s-d case. The material constant is set to one. A positive constant $C$ in front would add $T\log C$ to $T\log R_n$, which vanishes in the limit.

The integral is taken as the starting point. Its derivation from the Boltzmann equation, and the approximations made on the way, such as the sharp threshold, lie outside the theorems.

## Comparing the thermal weight with a Boltzmann factor

```lean
/-- The thermal denominator is the inverse Boltzmann factor `e^x` times the quantum correction
`(1 - e^(-x))^2`. -/
theorem denominator_eq (x : ℝ) :
    (Real.exp x - 1) * (1 - Real.exp (-x)) = Real.exp x * (1 - Real.exp (-x)) ^ 2 := by
  have h : Real.exp x * Real.exp (-x) = 1 := by rw [← Real.exp_add]; simp
  linear_combination (1 - Real.exp (-x)) * h
```

Since $e^x-1=e^x(1-e^{-x})$, the denominator equals $e^x(1-e^{-x})^2$. Lean is given $e^xe^{-x}=1$, and `linear_combination` checks that the identity follows from it by algebra.

```lean
/-- The thermal denominator is positive at positive phonon energy. -/
theorem denominator_pos {x : ℝ} (hx : 0 < x) :
    0 < (Real.exp x - 1) * (1 - Real.exp (-x)) := by
  have h1 : 1 < Real.exp x := Real.one_lt_exp_iff.mpr hx
  have h2 : Real.exp (-x) < 1 := Real.exp_lt_one_iff.mpr (by linarith)
  exact mul_pos (by linarith) (by linarith)
```

For $x>0$ we have $e^x>1$ and $e^{-x}<1$, so both factors are positive.

```lean
/-- At reduced energy at least one, the Boltzmann factor is at most one half. -/
theorem boltzmann_le_half {x : ℝ} (hx : 1 ≤ x) : Real.exp (-x) ≤ 1 / 2 := by
  have h : Real.exp x * Real.exp (-x) = 1 := by rw [← Real.exp_add]; simp
  have h2 : 2 ≤ Real.exp x := by linarith [Real.add_one_le_exp x]
  nlinarith [mul_le_mul_of_nonneg_right h2 (Real.exp_pos (-x)).le]
```

For $x\ge1$, the inequality $e^x\ge1+x\ge2$ gives $e^{-x}\le\tfrac12$.

```lean
/-- For `x > 0` the thermal weight is at least its Boltzmann form `x^n e^(-x)`, and for
`x ≥ 1` it is at most four times that form. -/
theorem kernel_bounds (n : ℕ) {x : ℝ} (hx : 0 < x) :
    x ^ n * Real.exp (-x) ≤ kernel n x ∧
      (1 ≤ x → kernel n x ≤ 4 * x ^ n * Real.exp (-x)) := by
  have h : Real.exp x * Real.exp (-x) = 1 := by rw [← Real.exp_add]; simp
  have he := Real.exp_pos (-x)
  have he1 : Real.exp (-x) < 1 := Real.exp_lt_one_iff.mpr (by linarith)
  have hp := denominator_pos hx
  have hxn : 0 ≤ x ^ n := pow_nonneg hx.le n
  unfold kernel
  rw [denominator_eq] at hp ⊢
  constructor
  · rw [le_div_iff₀ hp]
    have hq : (1 - Real.exp (-x)) ^ 2 ≤ 1 := by nlinarith
    calc x ^ n * Real.exp (-x) * (Real.exp x * (1 - Real.exp (-x)) ^ 2)
        = x ^ n * (1 - Real.exp (-x)) ^ 2 := by
          linear_combination x ^ n * (1 - Real.exp (-x)) ^ 2 * h
      _ ≤ x ^ n := mul_le_of_le_one_right hxn hq
  · intro h1
    rw [div_le_iff₀ hp]
    have hq : 1 ≤ 4 * (1 - Real.exp (-x)) ^ 2 := by nlinarith [boltzmann_le_half h1]
    calc x ^ n ≤ x ^ n * (4 * (1 - Real.exp (-x)) ^ 2) := le_mul_of_one_le_right hxn hq
      _ = 4 * x ^ n * Real.exp (-x) * (Real.exp x * (1 - Real.exp (-x)) ^ 2) := by
          linear_combination -(4 * x ^ n * (1 - Real.exp (-x)) ^ 2) * h
```

The symbol `∧` means "and", so there are two claims:

$$x^ne^{-x}\le k_n(x)\quad(x>0),\qquad k_n(x)\le4x^ne^{-x}\quad(x\ge1).$$

By the factorisation above,

$$k_n(x)=\frac{x^ne^{-x}}{(1-e^{-x})^2}.$$

For $x>0$ the squared bracket lies between 0 and 1, and dividing by it can only increase the value. For $x\ge1$ the bracket is at least $\tfrac12$, so its square is at least $\tfrac14$, and dividing by it gains at most a factor of four. The two `calc` blocks carry out these comparisons after multiplying through by the denominator.

```lean
/-- The thermal weight is integrable over the interval from `u` to `v` whenever `0 < u ≤ v`. -/
theorem kernel_integrable (n : ℕ) {u v : ℝ} (hu : 0 < u) (huv : u ≤ v) :
    IntervalIntegrable (kernel n) MeasureTheory.volume u v := by
  have h : ContinuousOn
      (fun x : ℝ => x ^ n / ((Real.exp x - 1) * (1 - Real.exp (-x)))) (Icc u v) :=
    ContinuousOn.div (by fun_prop) (by fun_prop)
      (fun x hx => (denominator_pos (lt_of_lt_of_le hu hx.1)).ne')
  exact ContinuousOn.intervalIntegrable_of_Icc huv h
```

On an interval $[u,v]$ with $u>0$ the denominator never vanishes. The integrand is therefore continuous there, and hence integrable.

## Bounds on the resistivity at fixed temperature

```lean
/-- For `0 < a ≤ b` and `T > 0` the resistivity is at least `a^n` times the difference of the
Boltzmann factors at the two ends of the phonon window. -/
theorem resistivity_lower (n : ℕ) {a b T : ℝ} (ha : 0 < a) (hab : a ≤ b) (hT : 0 < T) :
    a ^ n * (Real.exp (-(a / T)) - Real.exp (-(b / T))) ≤ resistivity n a b T := by
  have hu : 0 < a / T := div_pos ha hT
  have huv : a / T ≤ b / T := by gcongr
  have hint : ∫ x in (a / T)..(b / T), (a / T) ^ n * Real.exp (-x)
      = (a / T) ^ n * (Real.exp (-(a / T)) - Real.exp (-(b / T))) := by
    rw [intervalIntegral.integral_const_mul, intervalIntegral.integral_comp_neg Real.exp,
      integral_exp]
  have hc : Continuous (fun x : ℝ => (a / T) ^ n * Real.exp (-x)) := by fun_prop
  -- replace the slowly varying power by its value at the threshold
  have hmono := intervalIntegral.integral_mono_on huv (hc.intervalIntegrable _ _)
    (kernel_integrable n hu huv) (fun x hx => by
      have hx0 : 0 < x := lt_of_lt_of_le hu hx.1
      exact (mul_le_mul_of_nonneg_right (pow_le_pow_left₀ hu.le hx.1 n)
        (Real.exp_pos _).le).trans (kernel_bounds n hx0).1)
  rw [hint] at hmono
  have hTa : T * (a / T) = a := by field_simp
  have h := mul_le_mul_of_nonneg_left hmono (pow_nonneg hT.le n)
  rw [← mul_assoc, ← mul_pow, hTa] at h
  exact h
```

For $0<a\le b$ and $T>0$, the claim is

$$a^n\left(e^{-a/T}-e^{-b/T}\right)\le R_n(T).$$

Throughout the window $x\ge a/T$, so $k_n(x)\ge x^ne^{-x}\ge(a/T)^ne^{-x}$. Integrating the last expression gives

$$\int_{a/T}^{b/T}k_n(x)\,dx\ge\left(\frac aT\right)^n\left(e^{-a/T}-e^{-b/T}\right),$$

and multiplication by $T^n$ cancels the powers of $T$. In the proof, `hint` evaluates the elementary integral and `hmono` integrates the inequality.

```lean
/-- For `0 < T ≤ a ≤ b` the resistivity is at most an algebraic prefactor times the Boltzmann
factor of the threshold energy `a`. -/
theorem resistivity_upper (n : ℕ) {a b T : ℝ} (hab : a ≤ b) (hT : 0 < T) (hTa : T ≤ a) :
    resistivity n a b T ≤ 4 * b ^ n * ((b - a) / T) * Real.exp (-(a / T)) := by
  have ha : 0 < a := lt_of_lt_of_le hT hTa
  have hb : 0 < b := lt_of_lt_of_le ha hab
  have hu : 1 ≤ a / T := (one_le_div hT).mpr hTa
  have huv : a / T ≤ b / T := by gcongr
  have hc : IntervalIntegrable (fun _ : ℝ => 4 * (b / T) ^ n * Real.exp (-(a / T)))
      MeasureTheory.volume (a / T) (b / T) := continuous_const.intervalIntegrable _ _
  -- bound the integrand by a constant over the whole window
  have hmono := intervalIntegral.integral_mono_on huv
    (kernel_integrable n (by linarith) huv) hc (fun x hx => by
      have hx0 : 0 < x := by linarith [hx.1]
      refine ((kernel_bounds n hx0).2 (hu.trans hx.1)).trans ?_
      have h1 := hx.1
      have h2 := hx.2
      show 4 * x ^ n * Real.exp (-x) ≤ 4 * (b / T) ^ n * Real.exp (-(a / T))
      gcongr)
  rw [intervalIntegral.integral_const, smul_eq_mul] at hmono
  have hTb : T ^ n * (b / T) ^ n = b ^ n := by
    rw [← mul_pow]
    congr 1
    field_simp
  refine (mul_le_mul_of_nonneg_left hmono (pow_nonneg hT.le n)).trans_eq ?_
  linear_combination 4 * (b / T - a / T) * Real.exp (-(a / T)) * hTb
```

For $0<T\le a\le b$, the claim is

$$R_n(T)\le4b^n\,\frac{b-a}{T}\,e^{-a/T}.$$

The condition $T\le a$ ensures $x\ge1$ throughout the window, so the factor-four bound applies. There $x^n\le(b/T)^n$ and $e^{-x}\le e^{-a/T}$, hence $k_n(x)\le4(b/T)^ne^{-a/T}$. This constant is multiplied by the length of the window, $(b-a)/T$, and by $T^n$. The tactic `gcongr` supplies the comparison factor by factor.

## The exponential cutoff

```lean
/-- If only phonons with energies between `a` and `b` scatter, `0 < a < b`, then
`T log R(T)` tends to `-a` as the temperature tends to zero from above. -/
theorem tendsto_mul_log_resistivity (n : ℕ) {a b : ℝ} (ha : 0 < a) (hab : a < b) :
    Tendsto (fun T => T * Real.log (resistivity n a b T)) (𝓝[>] 0) (𝓝 (-a)) := by
  have hb : 0 < b := ha.trans hab
  have hd : 0 < b - a := sub_pos.mpr hab
  have hlow : ∀ c : ℝ, Tendsto (fun T : ℝ => T * c - a) (𝓝[>] 0) (𝓝 (-a)) := by
    intro c
    have hc : Continuous (fun T : ℝ => T * c - a) := by fun_prop
    have h : Tendsto (fun T : ℝ => T * c - a) (𝓝[>] 0) (𝓝 (0 * c - a)) :=
      (hc.tendsto 0).mono_left nhdsWithin_le_nhds
    rwa [zero_mul, zero_sub] at h
  have hlog : Tendsto (fun T : ℝ => T * Real.log T) (𝓝[>] 0) (𝓝 (0 * Real.log 0)) :=
    (Real.continuous_mul_log.tendsto 0).mono_left nhdsWithin_le_nhds
  rw [zero_mul] at hlog
  have hup := (hlow (Real.log (4 * b ^ n * (b - a)))).sub hlog
  rw [sub_zero] at hup
  have hsmall : Ioo 0 (min a (b - a)) ∈ 𝓝[>] (0 : ℝ) := Ioo_mem_nhdsGT (lt_min ha hd)
  -- at low temperature the upper edge of the window costs at most a factor of two
  have hbelow : ∀ T ∈ Ioo 0 (min a (b - a)),
      a ^ n / 2 * Real.exp (-(a / T)) ≤ resistivity n a b T := by
    intro T hT
    have h1 : 1 ≤ (b - a) / T := (one_le_div hT.1).mpr (hT.2.le.trans (min_le_right _ _))
    have h2 : Real.exp (-(b / T)) = Real.exp (-(a / T)) * Real.exp (-((b - a) / T)) := by
      rw [← Real.exp_add]
      congr 1
      ring
    have h3 : Real.exp (-(b / T)) ≤ Real.exp (-(a / T)) * (1 / 2) := by
      rw [h2]
      exact mul_le_mul_of_nonneg_left (boltzmann_le_half h1) (Real.exp_pos _).le
    refine le_trans ?_ (resistivity_lower n ha hab.le hT.1)
    nlinarith [mul_le_mul_of_nonneg_left h3 (pow_pos ha n).le]
  refine tendsto_of_tendsto_of_tendsto_of_le_of_le' (hlow (Real.log (a ^ n / 2))) hup ?_ ?_
  · filter_upwards [hsmall] with T hT
    have hT0 : T ≠ 0 := hT.1.ne'
    have h := Real.log_le_log (by positivity) (hbelow T hT)
    rw [Real.log_mul (by positivity) (Real.exp_pos _).ne', Real.log_exp] at h
    have h' := mul_le_mul_of_nonneg_left h hT.1.le
    have e : T * (a / T) = a := by field_simp
    linarith
  · filter_upwards [hsmall] with T hT
    have hT0 : 0 < T := hT.1
    have hpos : 0 < resistivity n a b T := lt_of_lt_of_le (by positivity) (hbelow T hT)
    have h := Real.log_le_log hpos
      (resistivity_upper n hab.le hT0 (hT.2.le.trans (min_le_left _ _)))
    rw [← mul_div_assoc, Real.log_mul (by positivity) (Real.exp_pos _).ne',
      Real.log_div (by positivity) hT0.ne', Real.log_exp] at h
    have h' := mul_le_mul_of_nonneg_left h hT0.le
    have e : T * (a / T) = a := by field_simp
    linarith
```

`Tendsto f (𝓝[>] 0) (𝓝 (-a))` says that $f(T)\to-a$ as $T$ approaches zero from above. The theorem therefore states $T\log R_n(T)\to-a$ for every natural number $n$ and all $0<a<b$. The strict inequality gives the window a nonzero width; for $a=b$ the resistivity is zero and has no logarithm.

Take $0<T<\min(a,b-a)$. Then $(b-a)/T\ge1$, and so

$$e^{-b/T}=e^{-a/T}e^{-(b-a)/T}\le\tfrac12e^{-a/T}.$$

The lower bound on the resistivity becomes

$$\frac{a^n}{2}e^{-a/T}\le R_n(T),$$

which is `hbelow`. It also shows that $R_n(T)$ is positive. Taking logarithms of both bounds and multiplying by $T$ yields

$$T\log\frac{a^n}{2}-a\;\le\;T\log R_n(T)\;\le\;T\log\!\big(4b^n(b-a)\big)-a-T\log T.$$

Both outer expressions tend to $-a$, because $T\to0$ and $T\log T\to0$. In Lean, `hlow` handles the terms linear in $T$, `hlog` handles $T\log T$, and the long-named lemma `tendsto_of_tendsto_of_tendsto_of_le_of_le'` is the squeeze theorem. Its two inequalities are needed only for small positive $T$, which is what `filter_upwards [hsmall]` expresses.

```lean
/-- With a minimum phonon energy `a > 0` and `a ≤ b`, the resistivity vanishes faster than
every power `T^m` as the temperature tends to zero from above. -/
theorem resistivity_div_pow_tendsto_zero (n m : ℕ) {a b : ℝ} (ha : 0 < a) (hab : a ≤ b) :
    Tendsto (fun T => resistivity n a b T / T ^ m) (𝓝[>] 0) (𝓝 0) := by
  have hy : Tendsto (fun T : ℝ => a * T⁻¹) (𝓝[>] 0) atTop :=
    tendsto_inv_nhdsGT_zero.const_mul_atTop ha
  have hlim := ((Real.tendsto_pow_mul_exp_neg_atTop_nhds_zero (m + 1)).comp hy).const_mul
    (4 * b ^ n * (b - a) / a ^ (m + 1))
  rw [mul_zero] at hlim
  refine squeeze_zero' ?_ ?_ hlim
  · filter_upwards [self_mem_nhdsWithin] with T hT
    have hT0 : 0 < T := hT
    have hexp : Real.exp (-(b / T)) ≤ Real.exp (-(a / T)) :=
      Real.exp_le_exp.mpr (neg_le_neg (by gcongr))
    exact div_nonneg ((mul_nonneg (pow_nonneg ha.le n) (sub_nonneg.mpr hexp)).trans
      (resistivity_lower n ha hab hT0)) (pow_nonneg hT0.le m)
  · filter_upwards [Ioo_mem_nhdsGT ha] with T hT
    have hT0 : 0 < T := hT.1
    refine (div_le_div_of_nonneg_right (resistivity_upper n hab hT0 hT.2.le)
      (pow_nonneg hT0.le m)).trans_eq ?_
    simp only [Function.comp_apply, ← div_eq_mul_inv]
    generalize Real.exp (-(a / T)) = E
    have key : (a / T) ^ (m + 1) * (T * T ^ m) = a ^ (m + 1) := by
      rw [← pow_succ' T m, ← mul_pow, div_mul_cancel₀ _ hT0.ne']
    field_simp
    generalize (a / T) ^ (m + 1) = P at key ⊢
    linear_combination -(b ^ n * (b - a) * E) * key

end

end PhononThresholdResistivity
```

For every natural number $m$ and $0<a\le b$, the second limit is

$$\frac{R_n(T)}{T^m}\to0\qquad(T\to0^+).$$

No power law survives at low temperature. The ratio is nonnegative by the lower bound. For the other side, set $y=a/T$. When $T<a$, the upper bound gives

$$\frac{R_n(T)}{T^m}\le\frac{4b^n(b-a)}{T^{m+1}}e^{-a/T}
=\frac{4b^n(b-a)}{a^{m+1}}\,y^{m+1}e^{-y}.$$

As $T\to0^+$, $y\to\infty$ and $y^{m+1}e^{-y}\to0$. Here `hy` is the divergence of $y$, `hlim` is the limit of the right-hand side, and `squeeze_zero'` completes the argument.

```lean
#print axioms PhononThresholdResistivity.tendsto_mul_log_resistivity
#print axioms PhononThresholdResistivity.resistivity_div_pow_tendsto_zero
```

```
'PhononThresholdResistivity.tendsto_mul_log_resistivity' depends on axioms: [propext, Classical.choice, Quot.sound]
'PhononThresholdResistivity.resistivity_div_pow_tendsto_zero' depends on axioms: [propext, Classical.choice, Quot.sound]
```

## Evaluating the integral at low temperature

In a numerical evaluation, the threshold exponential can be taken out of the integral by writing $x=a/T+s$:

$$R_n(T)=e^{-a/T}\,T^n\int_0^{(b-a)/T}\frac{(a/T+s)^n e^{-s}}{\left(1-e^{-a/T-s}\right)^2}\,ds.$$

The remaining integral contains no large exponentials, and $T\log R_n$ is $-a$ plus $T$ times the logarithm of everything after $e^{-a/T}$.

For $n=3$, $a=1$, $b=3$ and $T=0.1$, that remaining factor is about $1.37$. This gives $R_3\approx6.2\times10^{-5}$ and $T\log R_3\approx-0.97$, already close to $-a=-1$. With the threshold removed, $a=0$, the same integral gives about $7.2\times10^{-3}$ and follows a $T^3$ law at low temperature.

In an electronic-structure study, the separation of the s and d sheets together with the phonon dispersion would supply $a$. Within this one-integral model, it then fixes the leading slope of $\log R$ against $1/T$. The measured resistivity also contains impurity scattering and s-s scattering, which this cutoff does not remove.
